# The trace of a rotation on the five d orbitals is (tr R)² − tr R − 1

To ask how the five d orbitals of an atom mix when the atom is rotated, and what the trace of that mixing is, one must first decide what kind of object a d orbital is. Here it is a traceless symmetric real 3×3 matrix Q, which stands for the angular function

f(n) = nᵀ Q n,

where n is a unit vector. Rotating the orbital by a 3×3 rotation matrix R means evaluating f at R⁻¹n = Rᵀn, which gives nᵀ (R Q Rᵀ) n. The rotation therefore acts on the matrices as

Q ↦ R Q Rᵀ.

Write t = tr R for the ordinary trace, and χ for the trace of this linear map on the five-dimensional space of all such Q. In group theory χ is called the character of the d shell. For a real R with RᵀR = 1 and det R = 1,

χ = t² − t − 1.

If R is orthogonal with either sign of the determinant, the formula becomes χ = t² − (det R) t − 1.

## Counting the levels of a d shell in a cubic field

A tight-binding code can rotate d–d hopping blocks from the bond frame to the crystal frame with the full 5×5 matrix, of which χ is the trace. Counting levels takes less: the values of χ for all operations of the point group determine which irreducible representations a single spinless d shell contains, and hence the degeneracies that symmetry imposes on its levels in a crystal field, in a one-electron picture. They do not give the energies.

If each point-group operation is available as a 3×3 matrix, a program can add its three diagonal entries to get t and evaluate t² − t − 1 for a proper rotation, or t² + t − 1 for an improper operation, without constructing the 5×5 matrix or extracting an axis and an angle. If the operation is stored in lattice coordinates as W = A⁻¹RA, with the lattice vectors as the columns of A, then tr W = tr R, and t is read from a matrix of integers.

For the 24 proper rotations of a cube the values are:

- the identity: t = 3, χ = 5;
- 8 rotations by 120°: t = 0, χ = −1;
- 6 rotations by 90°: t = 1, χ = −1;
- 9 rotations by 180°: t = −1, χ = 1.

The sum of χ over the group is 5 − 8 − 6 + 9 = 0, so no combination of d orbitals is invariant. The sum of χ² is 25 + 8 + 6 + 9 = 48 = 2 · 24, so the shell contains exactly two different irreducible representations, each once. Since those of the cubic group have dimension at most 3, the five levels split into a doublet and a triplet, the familiar e and t₂ sets.

## From five diagonal elements to the character

The map stays inside the space. If Qᵀ = Q, then (R Q Rᵀ)ᵀ = R Q Rᵀ. If also tr Q = 0, then tr(R Q Rᵀ) = tr(RᵀR Q) = tr Q = 0, and this is where orthogonality enters.

Number the Cartesian axes x, y, z as 0, 1, 2. A traceless symmetric Q is fixed by the five entries Q00, Q11, Q01, Q02, Q12, because Q22 = −Q00 − Q11 and the rest follow by symmetry. The matrices with one of these coordinates equal to 1 and the others 0 are

E0 = diag(1, 0, −1),  E1 = diag(0, 1, −1),

together with E2, E3, E4, which have ones at the positions 01 and 10, 02 and 20, 12 and 21, and zeros elsewhere.

The trace is the sum of the diagonal matrix elements, that is, of the coordinate of R Ek Rᵀ belonging to Ek:

(R E0 Rᵀ)00 = R00² − R02²
(R E1 Rᵀ)11 = R11² − R12²
(R E2 Rᵀ)01 = R00 R11 + R01 R10
(R E3 Rᵀ)02 = R00 R22 + R02 R20
(R E4 Rᵀ)12 = R11 R22 + R12 R21

The last column of R is normalised, R02² + R12² + R22² = 1, so −R02² − R12² = R22² − 1. The sum becomes

χ = Σᵢ Rii² + Σ_{i<j} (Rii Rjj + Rij Rji) − 1.

Since t² = Σᵢ Rii² + 2 Σ_{i<j} Rii Rjj and tr R² = Σᵢ Rii² + 2 Σ_{i<j} Rij Rji, this is

χ = (t² + tr R²)/2 − 1.

The first term is the character of all symmetric products of two p functions; the −1 removes their s part, x² + y² + z².

It remains to eliminate tr R². The adjugate satisfies R adj R = (det R) 1. Multiplying from the left by Rᵀ and using RᵀR = 1 gives adj R = (det R) Rᵀ, whose trace is (det R) t. On the other hand, the trace of the adjugate is the sum of the principal 2×2 minors:

tr adj R = Σ_{i<j} (Rii Rjj − Rij Rji) = (t² − tr R²)/2.

Equating the two,

tr R² = t² − 2 (det R) t,

and substitution gives χ = t² − (det R) t − 1. With det R = 1 this is t² − t − 1.

Two consequences follow. If t = 1 + 2 cos θ, then

χ = 4 cos²θ + 2 cos θ − 1 = 1 + 2 cos θ + 2 cos 2θ.

Secondly, among proper rotations χ = 5 occurs only for R = 1. Indeed χ = 5 means (t − 3)(t + 2) = 0. Orthogonality gives

3 − tr R² = tr RᵀR − tr R² = Σ_{i<j} (Rij − Rji)² ≥ 0,

whereas t = −2 would require tr R² = 4 + 4 = 8. Hence t = 3, and then

tr((R − 1)ᵀ(R − 1)) = 3 − 3 − 3 + 3 = 0.

This is the sum of the squared entries of R − 1, so R = 1. Conversely, R = 1 has t = 3 and χ = 9 − 3 − 1 = 5.

## A 60° rotation about (1, 1, 1)

Take the matrix R with rows

(2, −1, 2)/3
(2, 2, −1)/3
(−1, 2, 2)/3

It is orthogonal with determinant 1, and t = 2, so the formula gives χ = 4 − 2 − 1 = 1. The five diagonal elements listed above are 0, 3/9, 2/9, 2/9 and 2/9, which also add up to 1. From t = 1 + 2 cos θ the angle is 60°, and 1 + 2 cos 60° + 2 cos 120° = 1 + 1 − 1 = 1.

## The Lean source

```lean
import Mathlib

open Matrix

namespace DShellRotation

noncomputable section

/-- The d shell, modelled as the space of traceless symmetric real 3x3 matrices. -/
def dShell : Submodule ℝ (Matrix (Fin 3) (Fin 3) ℝ) where
  carrier := {Q | Qᵀ = Q ∧ Q.trace = 0}
  add_mem' := by
    rintro A B ⟨h1, h2⟩ ⟨h3, h4⟩
    exact ⟨by rw [transpose_add, h1, h3], by rw [trace_add, h2, h4, add_zero]⟩
  zero_mem' := by simp
  smul_mem' := by
    rintro c A ⟨h1, h2⟩
    exact ⟨by rw [transpose_smul, h1], by rw [trace_smul, h2, smul_zero]⟩

/-- A matrix belongs to the d shell exactly when it is symmetric and traceless. -/
theorem mem_dShell {Q : Matrix (Fin 3) (Fin 3) ℝ} :
    Q ∈ dShell ↔ Qᵀ = Q ∧ Q.trace = 0 := Iff.rfl

/-- The action `Q ↦ R Q Rᵀ` of an orthogonal matrix `R` on the d shell. -/
def rotateD (R : Matrix (Fin 3) (Fin 3) ℝ) (hR : Rᵀ * R = 1) : dShell →ₗ[ℝ] dShell where
  toFun Q := ⟨R * Q.1 * Rᵀ, mem_dShell.2 ⟨by
    rw [transpose_mul, transpose_mul, transpose_transpose, (mem_dShell.1 Q.2).1,
      Matrix.mul_assoc], by
    rw [Matrix.trace_mul_comm, ← Matrix.mul_assoc, hR, Matrix.one_mul]
    exact (mem_dShell.1 Q.2).2⟩⟩
  map_add' A B := Subtype.ext (by
    change R * (A.1 + B.1) * Rᵀ = R * A.1 * Rᵀ + R * B.1 * Rᵀ
    rw [Matrix.mul_add, Matrix.add_mul])
  map_smul' c A := Subtype.ext (by
    change R * (c • A.1) * Rᵀ = c • (R * A.1 * Rᵀ)
    rw [Matrix.mul_smul, Matrix.smul_mul])

/-- Linear coordinates on the d shell: the entries xx, yy, xy, xz, yz of the matrix. -/
def dCoord : dShell ≃ₗ[ℝ] (Fin 5 → ℝ) where
  toFun Q := ![Q.1 0 0, Q.1 1 1, Q.1 0 1, Q.1 0 2, Q.1 1 2]
  map_add' A B := by ext i; fin_cases i <;> rfl
  map_smul' c A := by ext i; fin_cases i <;> rfl
  invFun v := ⟨!![v 0, v 2, v 3; v 2, v 1, v 4; v 3, v 4, -v 0 - v 1],
    mem_dShell.2 ⟨by ext i j; fin_cases i <;> fin_cases j <;> rfl, by
      simp [Matrix.trace_fin_three]⟩⟩
  left_inv Q := by
    have hs := (mem_dShell.1 Q.2).1
    have ht := (mem_dShell.1 Q.2).2
    rw [Matrix.trace_fin_three] at ht
    have h01 : Q.1 0 1 = Q.1 1 0 := congrFun (congrFun hs 1) 0
    have h02 : Q.1 0 2 = Q.1 2 0 := congrFun (congrFun hs 2) 0
    have h12 : Q.1 1 2 = Q.1 2 1 := congrFun (congrFun hs 2) 1
    have h22 : -Q.1 0 0 - Q.1 1 1 = Q.1 2 2 := by linarith
    apply Subtype.ext
    ext i j
    fin_cases i <;> fin_cases j
    exacts [rfl, rfl, rfl, h01, rfl, rfl, h02, h12, h22]
  right_inv v := by ext i; fin_cases i <;> rfl

/-- The d shell has dimension five. -/
theorem finrank_dShell : Module.finrank ℝ dShell = 5 :=
  dCoord.finrank_eq.trans (by simp)

/-- For orthogonal `R`, the trace on the d shell is that of the symmetric square of `R`,
`((tr R)² + tr R²) / 2`, minus one. -/
theorem trace_rotateD_symmetric_square (R : Matrix (Fin 3) (Fin 3) ℝ) (hR : Rᵀ * R = 1) :
    LinearMap.trace ℝ dShell (rotateD R hR) = (R.trace ^ 2 + (R * R).trace) / 2 - 1 := by
  -- diagonal matrix elements in the five coordinates
  have key : ∀ i, LinearMap.toMatrix (Module.Basis.ofEquivFun dCoord)
      (Module.Basis.ofEquivFun dCoord) (rotateD R hR) i i
      = dCoord (rotateD R hR (dCoord.symm (Pi.single i 1))) i := by
    intro i
    simp [LinearMap.toMatrix_apply, Module.Basis.coe_ofEquivFun]
  have hc : ∀ Q : dShell,
      dCoord Q = ![Q.1 0 0, Q.1 1 1, Q.1 0 1, Q.1 0 2, Q.1 1 2] := fun _ => rfl
  have hr : ∀ Q : dShell, (rotateD R hR Q).1 = R * Q.1 * Rᵀ := fun _ => rfl
  have he : ∀ v : Fin 5 → ℝ, (dCoord.symm v).1
      = !![v 0, v 2, v 3; v 2, v 1, v 4; v 3, v 4, -v 0 - v 1] := fun _ => rfl
  have hsum : LinearMap.trace ℝ dShell (rotateD R hR)
      = (R 0 0 ^ 2 - R 0 2 ^ 2) + (R 1 1 ^ 2 - R 1 2 ^ 2) + (R 0 0 * R 1 1 + R 0 1 * R 1 0)
        + (R 0 0 * R 2 2 + R 0 2 * R 2 0) + (R 1 1 * R 2 2 + R 1 2 * R 2 1) := by
    rw [LinearMap.trace_eq_matrix_trace ℝ (Module.Basis.ofEquivFun dCoord), Matrix.trace]
    simp only [Matrix.diag_apply, key, Fin.sum_univ_five, hc, hr, he]
    simp [Matrix.mul_apply, Fin.sum_univ_three]
    ring
  -- the third column of `R` is normalised
  have h := congrFun (congrFun hR 2) 2
  simp only [Matrix.mul_apply, Fin.sum_univ_three, transpose_apply, Matrix.one_apply_eq] at h
  rw [hsum]
  simp only [Matrix.trace_fin_three, Matrix.mul_apply, Fin.sum_univ_three]
  linear_combination (-1 : ℝ) * h

/-- For an orthogonal 3x3 matrix, `tr R² = (tr R)² - 2 det R tr R`. -/
theorem trace_sq_of_orthogonal (R : Matrix (Fin 3) (Fin 3) ℝ) (hR : Rᵀ * R = 1) :
    (R * R).trace = R.trace ^ 2 - 2 * R.det * R.trace := by
  -- the cofactors of an orthogonal matrix are its own entries, up to the determinant
  have hadj : R.adjugate = R.det • Rᵀ := by
    calc R.adjugate = Rᵀ * R * R.adjugate := by rw [hR, Matrix.one_mul]
      _ = R.det • Rᵀ := by
        rw [Matrix.mul_assoc, Matrix.mul_adjugate, Matrix.mul_smul, Matrix.mul_one]
  have h2 : R.adjugate.trace = (R.trace ^ 2 - (R * R).trace) / 2 := by
    rw [Matrix.adjugate_fin_three]
    simp [Matrix.trace_fin_three, Matrix.mul_apply, Fin.sum_univ_three]
    ring
  rw [hadj, trace_smul, trace_transpose, smul_eq_mul] at h2
  linarith

/-- For every orthogonal `R`, proper or improper, the trace on the d shell is
`(tr R)² - det R tr R - 1`. -/
theorem trace_rotateD_orthogonal (R : Matrix (Fin 3) (Fin 3) ℝ) (hR : Rᵀ * R = 1) :
    LinearMap.trace ℝ dShell (rotateD R hR) = R.trace ^ 2 - R.det * R.trace - 1 := by
  rw [trace_rotateD_symmetric_square, trace_sq_of_orthogonal R hR]
  ring

/-- For a rotation `R` (orthogonal, determinant one), the trace on the d shell is
`(tr R)² - tr R - 1`. -/
theorem trace_rotateD (R : Matrix (Fin 3) (Fin 3) ℝ) (hR : Rᵀ * R = 1) (hdet : R.det = 1) :
    LinearMap.trace ℝ dShell (rotateD R hR) = R.trace ^ 2 - R.trace - 1 := by
  rw [trace_rotateD_orthogonal, hdet, one_mul]

/-- If a rotation has trace `1 + 2 cos θ`, its trace on the d shell is
`1 + 2 cos θ + 2 cos 2θ`. -/
theorem trace_rotateD_angle (R : Matrix (Fin 3) (Fin 3) ℝ) (hR : Rᵀ * R = 1)
    (hdet : R.det = 1) (θ : ℝ) (hθ : R.trace = 1 + 2 * Real.cos θ) :
    LinearMap.trace ℝ dShell (rotateD R hR)
      = 1 + 2 * Real.cos θ + 2 * Real.cos (2 * θ) := by
  rw [trace_rotateD R hR hdet, hθ, Real.cos_two_mul]
  ring

/-- Among rotations (orthogonal, determinant one), only the identity has trace five on the
d shell. -/
theorem trace_rotateD_eq_five_iff (R : Matrix (Fin 3) (Fin 3) ℝ) (hR : Rᵀ * R = 1)
    (hdet : R.det = 1) :
    LinearMap.trace ℝ dShell (rotateD R hR) = 5 ↔ R = 1 := by
  rw [trace_rotateD R hR hdet]
  constructor
  · intro h
    -- `tr R² ≤ tr RᵀR = 3` excludes the spurious root `tr R = -2`
    have hF := congrArg Matrix.trace hR
    simp only [Matrix.trace_fin_three, Matrix.mul_apply, Fin.sum_univ_three,
      transpose_apply, Matrix.one_apply_eq] at hF
    have hle : (R * R).trace ≤ 3 := by
      simp only [Matrix.trace_fin_three, Matrix.mul_apply, Fin.sum_univ_three]
      nlinarith [sq_nonneg (R 0 1 - R 1 0), sq_nonneg (R 0 2 - R 2 0),
        sq_nonneg (R 1 2 - R 2 1)]
    rw [trace_sq_of_orthogonal R hR, hdet] at hle
    have hprod : (R.trace - 3) * (R.trace + 2) = 0 := by linear_combination h
    have ht : R.trace = 3 := by
      rcases mul_eq_zero.1 hprod with h3 | h3
      · linarith
      · have h4 : R.trace = -2 := by linarith
        rw [h4] at hle
        norm_num at hle
    -- the Frobenius norm of `R - 1` vanishes
    have h0 : ((R - 1)ᴴ * (R - 1)).trace = 0 := by
      have hx : (Rᵀ - 1) * (R - 1) = Rᵀ * R - Rᵀ - R + 1 := by noncomm_ring
      rw [conjTranspose_eq_transpose_of_trivial, transpose_sub, transpose_one, hx, hR]
      simp only [trace_add, trace_sub, trace_transpose, trace_one, Fintype.card_fin, ht]
      norm_num
    exact sub_eq_zero.1 (Matrix.trace_conjTranspose_mul_self_eq_zero_iff.1 h0)
  · intro h
    have ht : R.trace = 3 := by rw [h]; simp
    rw [ht]
    norm_num

end

end DShellRotation
```

```lean
#print axioms DShellRotation.finrank_dShell
-- 'DShellRotation.finrank_dShell' depends on axioms: [propext, Classical.choice, Quot.sound]
#print axioms DShellRotation.trace_rotateD_angle
-- 'DShellRotation.trace_rotateD_angle' depends on axioms: [propext, Classical.choice, Quot.sound]
#print axioms DShellRotation.trace_rotateD_eq_five_iff
-- 'DShellRotation.trace_rotateD_eq_five_iff' depends on axioms: [propext, Classical.choice, Quot.sound]
```

## Reading `dShell`, `rotateD` and the theorems

`dShell` is the space of traceless symmetric matrices, as a subspace of the real 3×3 matrices, and `finrank_dShell` states that its dimension is 5. `rotateD R hR` is the map Q ↦ R Q Rᵀ as a linear map from this space to itself. Its argument `hR : Rᵀ * R = 1` is the orthogonality of R, and the definition uses it to show that the rotated matrix is still traceless.

`LinearMap.trace ℝ dShell (rotateD R hR)` is χ, whose value does not depend on the choice of a basis. `trace_rotateD` says that it equals `R.trace ^ 2 - R.trace - 1` whenever R is orthogonal and `R.det = 1`. `trace_rotateD_orthogonal` is the version for both signs of the determinant.

The equivalence `dCoord` assigns to Q its five independent entries. The corresponding matrices E0 to E4 are neither normalised nor all orthogonal, which does not affect a trace. In the scalar product tr(AB), the normalised counterparts of the usual real orbitals are E2/√2 for xy, E3/√2 for xz, E4/√2 for yz, (E0 − E1)/√2 for x² − y², and −(E0 + E1)/√6 for 3z² − r².

In `trace_rotateD_symmetric_square`, `key` expresses a diagonal matrix element through `dCoord`, and `hsum` is the sum of the five expressions derived above. The closing `linear_combination` subtracts the normalisation of the last column. In `trace_sq_of_orthogonal`, `hadj` is the relation adj R = (det R) Rᵀ and `h2` is the sum of principal minors. The next two theorems are substitutions, and `trace_rotateD_angle` adds the double-angle formula.

In `trace_rotateD_eq_five_iff`, `hprod` is the factorised quadratic. `hle` is the bound tr R² ≤ 3, for which `nlinarith` receives the three squares (Rij − Rji)². `h0` is the vanishing norm of R − 1, written with the conjugate transpose, which for real matrices is the transpose.

## What the character leaves open

The theorems concern matrices Q. The step from them to orbitals on an atom is the identification of Q with nᵀQn, made at the start of this note; given that, χ is the trace of the 5×5 rotation matrix in any basis of the d shell, real or complex. The individual entries of that matrix, which can depend on the ordering and signs of the orbitals, are in general not determined by χ.

In `trace_rotateD_angle` the relation t = 1 + 2 cos θ is a hypothesis, `hθ`. That every proper rotation satisfies it, with θ the angle about its axis, is a standard fact which the theorem takes as input.

The condition det R = 1 matters for the statement about χ = 5. The inversion R = −1 has t = −3 and det R = −1, so χ = 9 − 3 − 1 = 5: d functions are even, and inversion leaves each of them unchanged. The equivalence therefore fails if improper matrices are admitted.

Orthogonality is assumed as an equation between real numbers. A matrix held in floating point usually satisfies it only approximately, and the theorems give no bound on the resulting error in χ. Spin is absent as well, so the double-group characters that classify one-electron levels with spin–orbit coupling require a separate treatment.
